# Truncating a Hamiltonian with energies ±1 creates at most one in-gap level per discarded basis function

The theorem `card_gap_levels_le` concerns a finite Hermitian matrix `H` with `H * H = 1`, so that its only possible energies are −1 and 1. If the block on the kept basis functions `m` is diagonalised by a unitary `U` with real levels `E`, then the number of levels with |E i| < 1, counted with multiplicity, is at most the number of discarded functions `n`. The proof writes `W` for `Uᴴ * H.toBlocks₁₂`, the coupling to the discarded functions, and shows that `W * Wᴴ` is diagonal with entries 1 − (E i)². Its rank, the number of nonzero entries, is at most the size of `n`, and the attempt ends by mapping the in-gap levels injectively to those entries.

The failing Lean file:

```lean
import Mathlib

open Matrix
open scoped ComplexOrder

namespace CardGapLevelsLe

/-- A Hamiltonian whose only possible energies are the flat bands `-1` and `1`, one of which may be
empty: a Hermitian matrix whose square is the identity. -/
def IsFlatGapped {k : Type*} [Fintype k] [DecidableEq k] (H : Matrix k k ℂ) : Prop :=
  H.IsHermitian ∧ H * H = 1

/-- Truncation of a Hamiltonian to the kept basis functions `m`, discarding those in `n`. -/
def truncation {m n : Type*} (H : Matrix (m ⊕ n) (m ⊕ n) ℂ) : Matrix m m ℂ :=
  H.toBlocks₁₁

/-- The diagonal matrix with the real energy levels `E`. -/
noncomputable def levelMatrix {m : Type*} [DecidableEq m] (E : m → ℝ) : Matrix m m ℂ :=
  diagonal fun i => (E i : ℂ)

variable {m n : Type*} [Fintype m] [DecidableEq m] [Fintype n] [DecidableEq n]

/-- For a flat-band gapped Hamiltonian, the square of the truncated matrix falls short of
the identity by the coupling to the discarded functions times its adjoint. -/
theorem truncation_sq_add_coupling {H : Matrix (m ⊕ n) (m ⊕ n) ℂ} (hH : IsFlatGapped H) :
    truncation H * truncation H + H.toBlocks₁₂ * (H.toBlocks₁₂)ᴴ = 1 := by
  have hB : (H.toBlocks₁₂)ᴴ = H.toBlocks₂₁ := by
    ext k j
    exact hH.1.apply (Sum.inr k) (Sum.inl j)
  rw [hB]
  ext i j
  -- the kept block of `H * H = 1`
  have e := congrFun (congrFun hH.2 (Sum.inl i)) (Sum.inl j)
  simpa [truncation, Matrix.mul_apply, Matrix.one_apply, toBlocks₁₁, toBlocks₁₂,
    toBlocks₂₁, Fintype.sum_sum_type] using e

/-- For a flat-band gapped Hamiltonian whose truncation has orbitals `U` and levels `E`, the square
of the diagonal level matrix plus the coupling `Uᴴ * H.toBlocks₁₂` times its adjoint is the
identity. -/
theorem level_sq_add_coupling {H : Matrix (m ⊕ n) (m ⊕ n) ℂ} (hH : IsFlatGapped H)
    {U : Matrix m m ℂ} (hU : U ∈ unitaryGroup m ℂ) {E : m → ℝ}
    (hE : truncation H = U * levelMatrix E * Uᴴ) :
    levelMatrix E * levelMatrix E + (Uᴴ * H.toBlocks₁₂) * (Uᴴ * H.toBlocks₁₂)ᴴ = 1 := by
  have h2 : Uᴴ * U = 1 := mem_unitaryGroup_iff'.1 hU
  have hCC : Uᴴ * (truncation H * truncation H) * U = levelMatrix E * levelMatrix E := by
    rw [hE]
    calc _ = (Uᴴ * U) * levelMatrix E * (Uᴴ * U) * levelMatrix E * (Uᴴ * U) := by
          simp only [Matrix.mul_assoc]
      _ = _ := by simp only [h2, Matrix.one_mul, Matrix.mul_one]
  have hBB : Uᴴ * (H.toBlocks₁₂ * (H.toBlocks₁₂)ᴴ) * U
      = (Uᴴ * H.toBlocks₁₂) * (Uᴴ * H.toBlocks₁₂)ᴴ := by
    rw [conjTranspose_mul, conjTranspose_conjTranspose]
    simp only [Matrix.mul_assoc]
  rw [← hCC, ← hBB, ← Matrix.add_mul, ← Matrix.mul_add, truncation_sq_add_coupling hH,
    Matrix.mul_one, h2]

/-- For a flat-band gapped Hamiltonian, the number of levels that truncation puts strictly inside
the gap, between `-1` and `1`, is at most the number of discarded basis functions. -/
theorem card_gap_levels_le {H : Matrix (m ⊕ n) (m ⊕ n) ℂ} (hH : IsFlatGapped H)
    {U : Matrix m m ℂ} (hU : U ∈ unitaryGroup m ℂ) {E : m → ℝ}
    (hE : truncation H = U * levelMatrix E * Uᴴ) :
    Nat.card {i // |E i| < 1} ≤ Fintype.card n := by
  classical
  have e := level_sq_add_coupling hH hU hE
  generalize Uᴴ * H.toBlocks₁₂ = W at e
  have hW : W * Wᴴ = diagonal fun i => ((1 - E i * E i : ℝ) : ℂ) := by
    rw [eq_sub_of_add_eq' e]
    ext i j
    by_cases h : i = j
    · subst h
      simp [levelMatrix]
    · simp [levelMatrix, h]
  -- each level inside the gap adds one to the rank of the coupling
  have hr := (rank_mul_le_left W Wᴴ).trans (rank_le_card_width W)
  rw [hW, rank_diagonal, ← Nat.card_eq_fintype_card] at hr
  refine le_trans (Nat.card_le_card_of_injective (fun x => ⟨x.1, ?_⟩) ?_) hr
  · have hx := abs_lt.1 x.2
    have : 1 - E x.1 * E x.1 ≠ 0 := by nlinarith [hx.1, hx.2]
    exact_mod_cast this
  · intro x y h
    exact Subtype.ext (congrArg Subtype.val h)

end CardGapLevelsLe
```

The error:

```
Main.lean:77:24: error(lean.unknownIdentifier): Unknown identifier `x`
Main.lean:80:12: error: Tactic `introN` failed: There are no additional binders or `let` bindings in the goal to introduce

case refine_2
m : Type u_1
n : Type u_2
inst✝³ : Fintype m
inst✝² : DecidableEq m
inst✝¹ : Fintype n
inst✝ : DecidableEq n
H : Matrix (m ⊕ n) (m ⊕ n) ℂ
hH : IsFlatGapped H
U : Matrix m m ℂ
hU : U ∈ unitaryGroup m ℂ
E : m → ℝ
hE : truncation H = U * levelMatrix E * Uᴴ
W : Matrix m n ℂ
e : levelMatrix E * levelMatrix E + W * Wᴴ = 1
hW : W * Wᴴ = diagonal fun i => ↑(1 - E i * E i)
hr : Nat.card { i // ↑(1 - E i * E i) ≠ 0 } ≤ Fintype.card n
x✝ : { i // |E i| < 1 }
x : ↑(1 - E ↑x✝ * E ↑x✝) = 0
⊢ False
```

Cause. Both errors come from the order of the two goals left by `refine`. The anonymous constructor `⟨x.1, ?_⟩` has to wait until `hr` fixes its target type, so the injectivity goal comes first and the nonvanishing goal second. The bullets assume the reverse. The first therefore uses an `x` that its goal has not introduced. The second meets a `≠ 0` goal, where `intro x` takes the assumed equality and leaves `False`, with nothing for `y` to name.

The repair proves nonvanishing beforehand as `hne` and puts `hne x` in the map, so only injectivity remains.

The other changes address steps the messages never tested. `nlinarith` is now asked for the strict inequality `hpos`, a form it handles directly, instead of a `≠`, and `Complex.ofReal_ne_zero` carries the result to the complex numbers in place of `exact_mod_cast`. Naming `h'` lets `congrArg` take its type from `h` before the goal is considered; the messages do not show whether that was needed.

As a diff, the version that Lean accepts:

```diff
@@ -74,10 +74,13 @@
   have hr := (rank_mul_le_left W Wᴴ).trans (rank_le_card_width W)
   rw [hW, rank_diagonal, ← Nat.card_eq_fintype_card] at hr
-  refine le_trans (Nat.card_le_card_of_injective (fun x => ⟨x.1, ?_⟩) ?_) hr
-  · have hx := abs_lt.1 x.2
-    have : 1 - E x.1 * E x.1 ≠ 0 := by nlinarith [hx.1, hx.2]
-    exact_mod_cast this
-  · intro x y h
-    exact Subtype.ext (congrArg Subtype.val h)
+  have hne : ∀ x : {i // |E i| < 1}, ((1 - E x.1 * E x.1 : ℝ) : ℂ) ≠ 0 := by
+    intro x
+    have hx := abs_lt.1 x.2
+    have hpos : 0 < 1 - E x.1 * E x.1 := by nlinarith [hx.1, hx.2]
+    exact Complex.ofReal_ne_zero.2 hpos.ne'
+  refine le_trans (Nat.card_le_card_of_injective (fun x => ⟨x.1, hne x⟩) ?_) hr
+  intro x y h
+  have h' := congrArg Subtype.val h
+  exact Subtype.ext h'
 
 end CardGapLevelsLe
```
